# Rodrigues' rotation formula about a fixed unit axis solves the precession equation dw/dt = n × w

For real three-component vectors n and m, let w(t) = cos t m + sin t (n × m) + (1 − cos t)(n·m) n, which for a unit axis n is m turned about n through the angle t. The theorem says that if n·n = 1, each component of w has at every real t the derivative given by the same component of n × w(t), which is precession about a fixed axis at unit angular speed. The vector m is arbitrary and need not be normalised. The proof differentiates the formula term by term, then checks for each of the three components that the result agrees with n × w, using n·n = 1 to simplify n × (n × m).

Lean 4 with Mathlib refuses this proof:

```lean
import Mathlib

open Matrix Complex
open scoped Matrix.Norms.Operator

namespace RodriguesPrecession

noncomputable section

/-- The Rodrigues vector `cos t m + sin t (n × m) + (1 - cos t)(n·m) n`. -/
def rodrigues (n m : Fin 3 → ℝ) (t : ℝ) : Fin 3 → ℝ :=
  Real.cos t • m + Real.sin t • (n ⨯₃ m) + ((1 - Real.cos t) * (n ⬝ᵥ m)) • n

/-- For a unit axis `n`, the Rodrigues vector obeys the precession equation `dw/dt = n × w`. -/
theorem rodrigues_precession {n : Fin 3 → ℝ} (hn : n ⬝ᵥ n = 1) (m : Fin 3 → ℝ) (t : ℝ)
    (i : Fin 3) :
    HasDerivAt (fun s => rodrigues n m s i) ((n ⨯₃ rodrigues n m t) i) t := by
  have hc := Real.hasDerivAt_cos t
  have hs := Real.hasDerivAt_sin t
  have h1 := ((hc.mul_const (m i)).fun_add (hs.mul_const ((n ⨯₃ m) i))).fun_add
    (((hc.const_sub 1).mul_const (n ⬝ᵥ m)).mul_const (n i))
  refine HasDerivAt.congr_deriv h1 ?_
  rw [dotProduct, Fin.sum_univ_three] at hn
  -- the double cross product n × (n × m) uses |n| = 1
  fin_cases i <;> simp [rodrigues, cross_apply, dotProduct, Fin.sum_univ_three]
  · linear_combination Real.sin t * m 0 * hn
  · linear_combination Real.sin t * m 1 * hn
  · linear_combination Real.sin t * m 2 * hn

end

end RodriguesPrecession
```

Lean reports:

```
Main.lean:26:4: error: ring failed, ring expressions not equal
n : Fin 3 → ℝ
hn : n 0 * n 0 + n 1 * n 1 + n 2 * n 2 = 1
m : Fin 3 → ℝ
t : ℝ
hc : HasDerivAt Real.cos (-Real.sin t) t
hs : HasDerivAt Real.sin (Real.cos t) t
h1 :
  HasDerivAt
    (fun i =>
      Real.cos i * m ((fun i => i) ⟨0, ⋯⟩) + Real.sin i * (crossProduct n) m ((fun i => i) ⟨0, ⋯⟩) +
        (1 - Real.cos i) * n ⬝ᵥ m * n ((fun i => i) ⟨0, ⋯⟩))
    (-Real.sin t * m ((fun i => i) ⟨0, ⋯⟩) + Real.cos t * (crossProduct n) m ((fun i => i) ⟨0, ⋯⟩) +
      - -Real.sin t * n ⬝ᵥ m * n ((fun i => i) ⟨0, ⋯⟩))
    t
⊢ Real.cos t * n 1 * m 2 - Real.cos t * n 2 * m 1 - n 1 * vecHead (vecTail (vecTail (Real.cos t • m))) -
          n 1 * vecHead (vecTail (vecTail (((1 - Real.cos t) * (n 0 * m 0 + n 1 * m 1 + n 2 * m 2)) • n))) +
        n 2 * vecHead (vecTail (Real.cos t • m)) +
      n 2 * vecHead (vecTail (((1 - Real.cos t) * (n 0 * m 0 + n 1 * m 1 + n 2 * m 2)) • n)) =
    0
Main.lean:27:4: error: ring failed, ring expressions not equal
n : Fin 3 → ℝ
hn : n 0 * n 0 + n 1 * n 1 + n 2 * n 2 = 1
m : Fin 3 → ℝ
t : ℝ
hc : HasDerivAt Real.cos (-Real.sin t) t
hs : HasDerivAt Real.sin (Real.cos t) t
h1 :
  HasDerivAt
    (fun i =>
      Real.cos i * m ((fun i => i) ⟨1, ⋯⟩) + Real.sin i * (crossProduct n) m ((fun i => i) ⟨1, ⋯⟩) +
        (1 - Real.cos i) * n ⬝ᵥ m * n ((fun i => i) ⟨1, ⋯⟩))
    (-Real.sin t * m ((fun i => i) ⟨1, ⋯⟩) + Real.cos t * (crossProduct n) m ((fun i => i) ⟨1, ⋯⟩) +
      - -Real.sin t * n ⬝ᵥ m * n ((fun i => i) ⟨1, ⋯⟩))
    t
⊢ Real.cos t * n 2 * m 0 - Real.cos t * n 0 * m 2 - n 2 * vecHead (Real.cos t • m) -
          n 2 * vecHead (((1 - Real.cos t) * (n 0 * m 0 + n 1 * m 1 + n 2 * m 2)) • n) +
        n 0 * vecHead (vecTail (vecTail (Real.cos t • m))) +
      n 0 * vecHead (vecTail (vecTail (((1 - Real.cos t) * (n 0 * m 0 + n 1 * m 1 + n 2 * m 2)) • n))) =
    0
Main.lean:28:4: error: ring failed, ring expressions not equal
n : Fin 3 → ℝ
hn : n 0 * n 0 + n 1 * n 1 + n 2 * n 2 = 1
m : Fin 3 → ℝ
t : ℝ
hc : HasDerivAt Real.cos (-Real.sin t) t
hs : HasDerivAt Real.sin (Real.cos t) t
h1 :
  HasDerivAt
    (fun i =>
      Real.cos i * m ((fun i => i) ⟨2, ⋯⟩) + Real.sin i * (crossProduct n) m ((fun i => i) ⟨2, ⋯⟩) +
        (1 - Real.cos i) * n ⬝ᵥ m * n ((fun i => i) ⟨2, ⋯⟩))
    (-Real.sin t * m ((fun i => i) ⟨2, ⋯⟩) + Real.cos t * (crossProduct n) m ((fun i => i) ⟨2, ⋯⟩) +
      - -Real.sin t * n ⬝ᵥ m * n ((fun i => i) ⟨2, ⋯⟩))
    t
⊢ Real.cos t * n 0 * m 1 - Real.cos t * n 1 * m 0 - n 0 * vecHead (vecTail (Real.cos t • m)) -
          n 0 * vecHead (vecTail (((1 - Real.cos t) * (n 0 * m 0 + n 1 * m 1 + n 2 * m 2)) • n)) +
        n 1 * vecHead (Real.cos t • m) +
      n 1 * vecHead (((1 - Real.cos t) * (n 0 * m 0 + n 1 * m 1 + n 2 * m 2)) • n) =
    0
```

Fix (accepted with no message):

```diff
@@ -22,6 +22,17 @@
   refine HasDerivAt.congr_deriv h1 ?_
   rw [dotProduct, Fin.sum_univ_three] at hn
+  have hd : n ⬝ᵥ m = n 0 * m 0 + n 1 * m 1 + n 2 * m 2 := by
+    rw [dotProduct, Fin.sum_univ_three]
+  have c0 : ∀ a b : Fin 3 → ℝ, (a ⨯₃ b) 0 = a 1 * b 2 - a 2 * b 1 := by
+    intro a b; simp [cross_apply]
+  have c1 : ∀ a b : Fin 3 → ℝ, (a ⨯₃ b) 1 = a 2 * b 0 - a 0 * b 2 := by
+    intro a b; simp [cross_apply]
+  have c2 : ∀ a b : Fin 3 → ℝ, (a ⨯₃ b) 2 = a 0 * b 1 - a 1 * b 0 := by
+    intro a b; simp [cross_apply]
+  have r : ∀ k, rodrigues n m t k = Real.cos t * m k + Real.sin t * (n ⨯₃ m) k
+      + (1 - Real.cos t) * (n ⬝ᵥ m) * n k := fun k => rfl
+  have hi : i = 0 ∨ i = 1 ∨ i = 2 := by omega
   -- the double cross product n × (n × m) uses |n| = 1
-  fin_cases i <;> simp [rodrigues, cross_apply, dotProduct, Fin.sum_univ_three]
+  rcases hi with rfl | rfl | rfl <;> simp only [c0, c1, c2, r, hd]
   · linear_combination Real.sin t * m 0 * hn
   · linear_combination Real.sin t * m 1 * hn
```

Cause. All three errors say that `ring`, called by `linear_combination`, could not close the remaining identity. The identities are true, but they contain terms such as `vecHead (vecTail (Real.cos t • m))`, which is `Real.cos t * m 1` in another form. They arise because `simp` unfolds `rodrigues` as a whole vector and `cross_apply` turns `n ⨯₃ m` into an explicit triple; adding the other vectors to that triple leaves their heads and tails unevaluated. `ring` treats these as unknown quantities, so the terms don't cancel.

The repair works with components throughout. `r` gives a component of `rodrigues` directly, `c0`, `c1` and `c2` give those of any cross product, and `hd` expands the dot product. `simp only` with these facts leaves ordinary products and sums, on which the unchanged `linear_combination` lines succeed. Splitting on `hi` instead of using `fin_cases` makes the index a plain `0`, `1` or `2`, the form in which `c0`, `c1` and `c2` are stated.
